# For 0 < q² < 4m², the Feynman-parameter integral of 1/(m² − x(1 − x)q²) is a potential part minus a hard part

Take the scalar one-loop two-point function with two internal lines of equal mass $m$ and an invariant $q^2$ flowing through the pair. In four dimensions its derivative with respect to $m^2$, at fixed $q^2$, is up to a constant factor the integral of $1/(m^2-x(1-x)q^2)$ over the Feynman parameter $x$ from $0$ to $1$. Let $q^2$ be $2m^2$, half of the threshold value $4m^2$. In units of the mass, the integral is

$$\int_0^1\frac{dx}{1-2x(1-x)} .$$

With $v=2x-1$ the denominator becomes $(1+v^2)/2$. The integrand is even in $v$, so the integral equals

$$\int_0^1\frac{2\,dv}{1+v^2}=\int_0^\infty\frac{2\,dv}{1+v^2}-\int_1^\infty\frac{2\,dv}{1+v^2}=\pi-\frac{\pi}{2}=\frac{\pi}{2}.$$

The loop covers $v<1$. Extending the range to infinity gives a simpler integral, and the excess is the tail $v>1$. The same split works at every $q^2$ between $0$ and $4m^2$. As $q^2$ approaches threshold, the full-range integral diverges, while the tail stays finite.

```lean
import Mathlib

open Filter Topology MeasureTheory Set
open scoped Real

namespace ThresholdMatching

noncomputable section
```

## The loop and its distance from threshold

Write $q^2=4m^2(1-h)$, so that $h$ measures the distance below threshold. The range $0<h<1$ corresponds to $4m^2>q^2>0$, and the example above has $h=1/2$. Then

$$m^2-x(1-x)q^2=m^2\,[\,1-4x(1-x)(1-h)\,],$$

and taking the factor $1/m^2$ out of the integral leaves a function of $h$ alone. The same integral multiplies the infrared logarithm of the scalar vertex integral in which a photon is exchanged between the two lines, with their outer ends on the mass shell. There its growth as $h\to0$ is part of the Coulomb singularity produced by the exchange, and the term $\pi/(2\sqrt h)$ is named after it below. The two-point function itself contains no exchanged photon.

In Lean, `loop` takes any real `h`; the theorems restrict it through the hypotheses `h0 : 0 < h` and `h1 : h < 1`.

```lean
/-- The one-loop Feynman-parameter integral for two equal masses at `q² = 4m²(1 - h)`,
in units of the mass, for `0 < h < 1`. -/
def loop (h : ℝ) : ℝ := ∫ x in (0 : ℝ)..1, 1 / (1 - 4 * x * (1 - x) * (1 - h))
```

The potential part is the integral over all positive $v$,

$$P(h)=\int_0^\infty\frac{dv}{h+(1-h)v^2}.$$

Here $v$ is the shifted Feynman parameter, not the velocity of a particle. The set `Ioi 0` is the open half-line $(0,\infty)$.

```lean
/-- The potential part: the integral of `1 / (h + (1 - h) v²)` over all `v > 0`,
for `0 < h < 1`. -/
def potentialPart (h : ℝ) : ℝ := ∫ v in Ioi (0 : ℝ), 1 / (h + (1 - h) * v ^ 2)
```

The hard part is defined by a closed formula, $H(h)=\arcsin\sqrt h/\sqrt{h(1-h)}$, and is identified with the tail $v>1$ further on. It enters the loop with a minus sign, so what an expansion by regions would call the hard contribution is $-H$.

```lean
/-- The hard part `arcsin √h / √(h(1 - h))`, for `0 < h < 1`. -/
def hardPart (h : ℝ) : ℝ := Real.arcsin (√h) / √(h * (1 - h))
```

The step from momentum-space diagrams, in QED and in its nonrelativistic effective theory NRQED, to these one-dimensional integrals is taken as given.

## One arctangent for all three integrals

Set $a=\sqrt h$ and $b=\sqrt{1-h}$, and define

$$F(v)=\frac{1}{ab}\arctan\frac{bv}{a}.$$

This is `velocityPrimitive h v`, with $ab$ written as $\sqrt{h(1-h)}$. The name refers to the letter $v$, which is not a velocity here.

```lean
/-- The arctangent `arctan(v √(1 - h) / √h) / √(h(1 - h))`, for `0 < h < 1`. -/
def velocityPrimitive (h v : ℝ) : ℝ :=
  Real.arctan (√(1 - h) / √h * v) / √(h * (1 - h))
```

Differentiation gives

$$F'(v)=\frac{1}{ab}\,\frac{b/a}{1+b^2v^2/a^2}=\frac{1}{a^2+b^2v^2}=\frac{1}{h+(1-h)v^2}.$$

In the proof, `key` is the middle equality for arbitrary positive $a$ and $b$. The chain rule for the arctangent supplies the first expression, and $a^2=h$, $b^2=1-h$ give the last.

```lean
/-- For `0 < h < 1` the arctangent `velocityPrimitive h` has derivative
`1 / (h + (1 - h) v²)` at every `v`. -/
theorem hasDerivAt_velocityPrimitive {h : ℝ} (h0 : 0 < h) (h1 : h < 1) (v : ℝ) :
    HasDerivAt (velocityPrimitive h) (1 / (h + (1 - h) * v ^ 2)) v := by
  have key : ∀ a b : ℝ, 0 < a → 0 < b →
      1 / (1 + (b / a * v) ^ 2) * (b / a) / (a * b) = 1 / (a ^ 2 + b ^ 2 * v ^ 2) := by
    intro a b ha hb
    have e : 1 + (b / a * v) ^ 2 = (a ^ 2 + b ^ 2 * v ^ 2) / a ^ 2 := by field_simp
    have hne : a ^ 2 + b ^ 2 * v ^ 2 ≠ 0 := by positivity
    rw [e]
    field_simp
  have k := key (√h) (√(1 - h)) (Real.sqrt_pos.2 h0) (Real.sqrt_pos.2 (sub_pos.2 h1))
  rw [Real.sq_sqrt h0.le, Real.sq_sqrt (sub_pos.2 h1).le] at k
  have hd : HasDerivAt (fun v : ℝ => √(1 - h) / √h * v) (√(1 - h) / √h) v :=
    ((hasDerivAt_id' v).const_mul (√(1 - h) / √h)).congr_deriv (mul_one _)
  refine (hd.arctan.div_const (√(h * (1 - h)))).congr_deriv ?_
  rw [Real.sqrt_mul h0.le]
  exact k
```

Three values of $F$ are needed. At the origin $F(0)=0$. At $v=1$, a right triangle with legs $\sqrt h$ and $\sqrt{1-h}$ has hypotenuse $1$, so $\arctan(\sqrt{1-h}/\sqrt h)=\arccos\sqrt h$ and

$$F(1)=\frac{\arccos\sqrt h}{\sqrt{h(1-h)}}.$$

Mathlib has the triangle relation as `Real.arccos_eq_arctan`. The triangle needs $0<h<1$. The Lean statement asks only for $h>0$, because for $h\ge1$ both sides are quotients by zero, which Lean sets to $0$.

```lean
/-- For `h > 0` the arctangent `velocityPrimitive h` takes the value
`arccos √h / √(h(1 - h))` at `v = 1`. -/
theorem velocityPrimitive_one {h : ℝ} (h0 : 0 < h) :
    velocityPrimitive h 1 = Real.arccos (√h) / √(h * (1 - h)) := by
  have e := Real.arccos_eq_arctan (Real.sqrt_pos.2 h0)
  rw [Real.sq_sqrt h0.le] at e
  rw [velocityPrimitive, mul_one, e]
```

As $v\to\infty$ the argument $bv/a$ grows without bound, because $b/a>0$, and the arctangent tends to $\pi/2$. Hence $F(v)\to\pi/(2\sqrt{h(1-h)})$. The proof composes these two limits and divides by the constant.

```lean
/-- For `0 < h < 1` the arctangent `velocityPrimitive h` tends to `(π/2) / √(h(1 - h))`
as `v` goes to infinity. -/
theorem tendsto_velocityPrimitive {h : ℝ} (h0 : 0 < h) (h1 : h < 1) :
    Tendsto (velocityPrimitive h) atTop (𝓝 (π / 2 / √(h * (1 - h)))) := by
  have hc : 0 < √(1 - h) / √h :=
    div_pos (Real.sqrt_pos.2 (sub_pos.2 h1)) (Real.sqrt_pos.2 h0)
  exact ((Real.tendsto_arctan_atTop.mono_right nhdsWithin_le_nhds).comp
    (tendsto_id.const_mul_atTop hc)).div_const _
```

## The potential part and the tail in closed form

The fundamental theorem of calculus on the half-line gives

$$P(h)=\lim_{v\to\infty}F(v)-F(0)=\frac{\pi}{2\sqrt{h(1-h)}}.$$

The Mathlib lemma used here takes the derivative, the limit at infinity and the sign of the integrand. Since the integrand is nonnegative, the finite limit of $F$ also yields convergence of the integral.

```lean
/-- For `0 < h < 1` the potential part equals `π / (2 √(h(1 - h)))`. -/
theorem potentialPart_eq {h : ℝ} (h0 : 0 < h) (h1 : h < 1) :
    potentialPart h = π / (2 * √(h * (1 - h))) := by
  have k := integral_Ioi_of_hasDerivAt_of_nonneg' (a := 0)
    (fun v _ => hasDerivAt_velocityPrimitive h0 h1 v)
    (fun v _ => one_div_nonneg.2
      (add_nonneg h0.le (mul_nonneg (sub_pos.2 h1).le (sq_nonneg v))))
    (tendsto_velocityPrimitive h0 h1)
  have z : velocityPrimitive h 0 = 0 := by simp [velocityPrimitive]
  rw [potentialPart, k, z, sub_zero, div_div]
```

Starting at $v=1$ instead,

$$\int_1^\infty\frac{dv}{h+(1-h)v^2}=\frac{\pi/2-\arccos\sqrt h}{\sqrt{h(1-h)}}=\frac{\arcsin\sqrt h}{\sqrt{h(1-h)}}=H(h).$$

The proof applies the same lemma from the new lower limit and then replaces $\arccos$ by $\pi/2-\arcsin$.

```lean
/-- For `0 < h < 1` the hard part is the integral of the potential integrand
over the region `v > 1`. -/
theorem hardPart_eq_tail {h : ℝ} (h0 : 0 < h) (h1 : h < 1) :
    hardPart h = ∫ v in Ioi (1 : ℝ), 1 / (h + (1 - h) * v ^ 2) := by
  have k := integral_Ioi_of_hasDerivAt_of_nonneg' (a := 1)
    (fun v _ => hasDerivAt_velocityPrimitive h0 h1 v)
    (fun v _ => one_div_nonneg.2
      (add_nonneg h0.le (mul_nonneg (sub_pos.2 h1).le (sq_nonneg v))))
    (tendsto_velocityPrimitive h0 h1)
  rw [k, velocityPrimitive_one h0, Real.arccos_eq_pi_div_two_sub_arcsin, hardPart]
  ring
```

## The loop as a difference

Since $4x(1-x)=1-(2x-1)^2$, the loop denominator is

$$1-4x(1-x)(1-h)=h+(1-h)(2x-1)^2 .$$

A primitive in $x$ is therefore $\tfrac12F(2x-1)$. As $F$ is odd,

$$\int_0^1\frac{dx}{1-4x(1-x)(1-h)}=\frac{F(1)-F(-1)}{2}=F(1)=\frac{\pi/2-\arcsin\sqrt h}{\sqrt{h(1-h)}}=P(h)-H(h).$$

The formal statement says exactly this: for every real $h$ with $0<h<1$, `loop h` equals `potentialPart h - hardPart h`. In the proof, `e` rewrites the denominator, `hd` checks the primitive, `hc` gives continuity and hence integrability, `k` evaluates the integral at its endpoints, and `odd` is the symmetry of $F$.

```lean
/-- **Threshold decomposition.** For `0 < h < 1` the one-loop integral is the
potential part minus the hard part. -/
theorem loop_eq_potential_sub_hard {h : ℝ} (h0 : 0 < h) (h1 : h < 1) :
    loop h = potentialPart h - hardPart h := by
  -- in the variable `v = 2x - 1` the denominator is that of the potential integral
  have e : ∀ x : ℝ, 1 - 4 * x * (1 - x) * (1 - h) = h + (1 - h) * (2 * x - 1) ^ 2 := by
    intro x
    ring
  have hd : ∀ x : ℝ, HasDerivAt (fun x : ℝ => velocityPrimitive h (2 * x - 1) / 2)
      (1 / (h + (1 - h) * (2 * x - 1) ^ 2)) x := by
    intro x
    have hl : HasDerivAt (fun x : ℝ => 2 * x - 1) 2 x :=
      (((hasDerivAt_id' x).const_mul (2 : ℝ)).sub_const 1).congr_deriv (mul_one _)
    have c := ((hasDerivAt_velocityPrimitive h0 h1 (2 * x - 1)).comp x hl).div_const 2
    refine c.congr_deriv ?_
    ring
  have hc : Continuous fun x : ℝ => 1 / (h + (1 - h) * (2 * x - 1) ^ 2) :=
    continuous_const.div (by fun_prop) fun x => (add_pos_of_pos_of_nonneg h0
      (mul_nonneg (sub_pos.2 h1).le (sq_nonneg (2 * x - 1)))).ne'
  have k : ∫ x in (0 : ℝ)..1, 1 / (h + (1 - h) * (2 * x - 1) ^ 2) =
      velocityPrimitive h (2 * 1 - 1) / 2 - velocityPrimitive h (2 * 0 - 1) / 2 :=
    intervalIntegral.integral_eq_sub_of_hasDerivAt
      (f := fun x : ℝ => velocityPrimitive h (2 * x - 1) / 2)
      (fun x _ => hd x) (hc.intervalIntegrable 0 1)
  have odd : velocityPrimitive h (-1) = -velocityPrimitive h 1 := by
    simp only [velocityPrimitive, mul_neg, Real.arctan_neg, neg_div]
  simp only [loop, e]
  rw [k, show (2 : ℝ) * 1 - 1 = 1 by norm_num, show (2 : ℝ) * 0 - 1 = -1 by norm_num,
    odd, velocityPrimitive_one h0, potentialPart_eq h0 h1, hardPart,
    Real.arccos_eq_pi_div_two_sub_arcsin]
  ring
```

The endpoint $h=1$, which is $q^2=0$, has to be excluded. There the loop integrand is $1$ and the loop equals $1$, but $P$ becomes $\int_0^\infty dv$, which diverges. Lean gives the divergent integral and the quotient by zero in `hardPart 1` the value $0$, so the identity would read $1=0$.

## The threshold limit

Let $h\to0$ from above, written `𝓝[>] 0` in Lean. With $y=\sqrt h$,

$$H(h)=\frac{\arcsin y}{y}\,\frac{1}{\sqrt{1-h}}\longrightarrow 1 .$$

The first factor is the difference quotient of the arcsine at zero, where its derivative is $1$. In the proof, `d` is that derivative, `hs` says that $\sqrt h$ approaches zero without reaching it, and `tb` handles the second factor.

```lean
/-- The hard part tends to `1` at threshold, `h → 0+`. -/
theorem tendsto_hardPart : Tendsto hardPart (𝓝[>] 0) (𝓝 1) := by
  have ta : Tendsto (fun h : ℝ => √h) (𝓝[>] 0) (𝓝 (√0)) :=
    (Real.continuous_sqrt.tendsto 0).mono_left nhdsWithin_le_nhds
  rw [Real.sqrt_zero] at ta
  have hs : Tendsto (fun h : ℝ => √h) (𝓝[>] 0) (𝓝[≠] 0) := by
    refine tendsto_nhdsWithin_iff.2 ⟨ta, ?_⟩
    filter_upwards [self_mem_nhdsWithin] with h hh
    exact (Real.sqrt_pos.2 hh).ne'
  have cb : Continuous fun h : ℝ => √(1 - h) := by fun_prop
  have tb : Tendsto (fun h : ℝ => √(1 - h)) (𝓝[>] 0) (𝓝 1) := by
    simpa using (cb.tendsto 0).mono_left nhdsWithin_le_nhds
  -- `arcsin y / y → 1` is the derivative of arcsin at zero
  have d : HasDerivAt Real.arcsin 1 0 := by
    simpa using Real.hasDerivAt_arcsin (x := 0) (by norm_num) (by norm_num)
  have t := ((hasDerivAt_iff_tendsto_slope.1 d).comp hs).div tb one_ne_zero
  rw [div_one] at t
  refine t.congr' ?_
  filter_upwards [self_mem_nhdsWithin] with h hh
  have h0 : 0 < h := hh
  simp only [Pi.div_apply, Function.comp_apply, slope_def_field, Real.arcsin_zero, sub_zero,
    hardPart, Real.sqrt_mul h0.le, div_div]
```

The potential part carries the singularity, but it is not equal to $\pi/(2\sqrt h)$. With $a=\sqrt h$ and $b=\sqrt{1-h}$ as before, and $1-b^2=a^2$,

$$P(h)-\frac{\pi}{2\sqrt h}=\frac{\pi}{2}\,\frac{1-b}{ab}=\frac{\pi}{2}\,\frac{a}{b(1+b)}\longrightarrow0 .$$

Subtracting $H\to1$ gives

$$\int_0^1\frac{dx}{1-4x(1-x)(1-h)}-\frac{\pi}{2\sqrt h}\longrightarrow-1 .$$

The lemma `key` inside the proof is the algebraic identity for the difference. The limit is taken in the last form, where no cancellation of large terms remains, and is then transferred to the loop for $h$ between $0$ and $1$.

```lean
/-- Once the Coulomb singularity `π / (2√h)` is subtracted, the one-loop integral
tends to `-1` as `h → 0+`. -/
theorem tendsto_loop_sub_coulomb :
    Tendsto (fun h => loop h - π / (2 * √h)) (𝓝[>] 0) (𝓝 (-1)) := by
  have ta : Tendsto (fun h : ℝ => √h) (𝓝[>] 0) (𝓝 (√0)) :=
    (Real.continuous_sqrt.tendsto 0).mono_left nhdsWithin_le_nhds
  rw [Real.sqrt_zero] at ta
  have cb : Continuous fun h : ℝ => √(1 - h) := by fun_prop
  have tb : Tendsto (fun h : ℝ => √(1 - h)) (𝓝[>] 0) (𝓝 1) := by
    simpa using (cb.tendsto 0).mono_left nhdsWithin_le_nhds
  have t := ((ta.div (tb.mul (tb.const_add 1)) (by norm_num)).const_mul (π / 2)).sub
    tendsto_hardPart
  rw [show π / 2 * (0 / (1 * (1 + 1))) - 1 = (-1 : ℝ) by norm_num] at t
  refine t.congr' ?_
  filter_upwards [Ioo_mem_nhdsGT (zero_lt_one' ℝ)] with h hh
  -- the potential part differs from `π / (2√h)` by a term of order `√h`
  have key : ∀ a b : ℝ, 0 < a → 0 < b → a ^ 2 + b ^ 2 = 1 →
      π / 2 * (a / (b * (1 + b))) = π / (2 * (a * b)) - π / (2 * a) := by
    intro a b ha hb hab
    have k : a / (b * (1 + b)) = (1 - b) / (a * b) := by
      rw [div_eq_div_iff (by positivity) (by positivity)]
      linear_combination b * hab
    rw [k]
    field_simp
  have k := key (√h) (√(1 - h)) (Real.sqrt_pos.2 hh.1) (Real.sqrt_pos.2 (sub_pos.2 hh.2))
    (by rw [Real.sq_sqrt hh.1.le, Real.sq_sqrt (sub_pos.2 hh.2).le]; ring)
  rw [loop_eq_potential_sub_hard hh.1 hh.2, potentialPart_eq hh.1 hh.2,
    Real.sqrt_mul hh.1.le]
  change π / 2 * (√h / (√(1 - h) * (1 + √(1 - h)))) - hardPart h = _
  rw [k]
  ring
```

In matching QED to NRQED for a bound pair such as positronium, a term like $\pi/(2\sqrt h)$ is reproduced by the effective theory and a constant like $-1$ goes into a short-distance coefficient; what is established here is this separation for one scalar integral below threshold, not the value of any NRQED coefficient.

## Restoring the mass

Write $s$ for $q^2$, with $m>0$ and $0<s<4m^2$. Then $h=1-s/(4m^2)$ lies between $0$ and $1$, and

$$\int_0^1\frac{dx}{m^2-x(1-x)s}=\frac{1}{m^2}\left[P\!\left(1-\frac{s}{4m^2}\right)-H\!\left(1-\frac{s}{4m^2}\right)\right].$$

The hypothesis `hs4` places the invariant below threshold, and `hs` keeps it away from $q^2=0$. The proof moves the factor $1/m^2$ inside the integral and compares the integrands point by point; `e` is the factorisation of the denominator.

For $s=2m^2$ this returns the opening example: the integral is $\pi/(2m^2)$, with potential part $\pi$ and hard part $\pi/2$ in the bracket.

```lean
/-- For mass `m > 0` and invariant `0 < s < 4m²`, the integral of `1 / (m² - x(1 - x)s)`
over `0 ≤ x ≤ 1` is the potential minus the hard part at `h = 1 - s/(4m²)`, over `m²`. -/
theorem massive_loop_eq {m s : ℝ} (hm : 0 < m) (hs : 0 < s) (hs4 : s < 4 * m ^ 2) :
    ∫ x in (0 : ℝ)..1, 1 / (m ^ 2 - x * (1 - x) * s) =
      (potentialPart (1 - s / (4 * m ^ 2)) - hardPart (1 - s / (4 * m ^ 2))) / m ^ 2 := by
  have hq : 0 < s / (4 * m ^ 2) := by positivity
  have hq1 : s / (4 * m ^ 2) < 1 := (div_lt_one (by positivity)).2 hs4
  have hc : s / (4 * m ^ 2) * m ^ 2 = s / 4 := by field_simp
  rw [← loop_eq_potential_sub_hard (by linarith) (by linarith), loop,
    ← intervalIntegral.integral_div]
  refine intervalIntegral.integral_congr fun x _ => ?_
  have e : m ^ 2 - x * (1 - x) * s =
      (1 - 4 * x * (1 - x) * (1 - (1 - s / (4 * m ^ 2)))) * m ^ 2 := by
    linear_combination 4 * x * (1 - x) * hc
  change 1 / (m ^ 2 - x * (1 - x) * s) =
    1 / (1 - 4 * x * (1 - x) * (1 - (1 - s / (4 * m ^ 2)))) / m ^ 2
  rw [div_div, e]

end

end ThresholdMatching
```

```lean
#print axioms ThresholdMatching.hardPart_eq_tail
-- 'ThresholdMatching.hardPart_eq_tail' depends on axioms: [propext, Classical.choice, Quot.sound]
#print axioms ThresholdMatching.loop_eq_potential_sub_hard
-- 'ThresholdMatching.loop_eq_potential_sub_hard' depends on axioms: [propext, Classical.choice, Quot.sound]
#print axioms ThresholdMatching.tendsto_loop_sub_coulomb
-- 'ThresholdMatching.tendsto_loop_sub_coulomb' depends on axioms: [propext, Classical.choice, Quot.sound]
#print axioms ThresholdMatching.massive_loop_eq
-- 'ThresholdMatching.massive_loop_eq' depends on axioms: [propext, Classical.choice, Quot.sound]
```
